# A self-consistent aufbau solution whose gap exceeds the interaction's attraction bound is the unique global minimum

A self-consistent field calculation can converge cleanly and still stop at the wrong determinant. At convergence the density commutes with its own Fock matrix, which makes the energy stationary, but another starting guess may lead to a lower energy. Filling the lowest orbitals doesn't settle the matter: an example below has an aufbau solution with a positive gap that lies above every other determinant with the same number of electrons.

For a mean-field energy that is quadratic in the density matrix, as in Hartree–Fock theory, and a finite real basis, a sufficiently large gap does exclude this. How large depends on a constant c, which limits how far a change in the density can lower the energy by interacting with itself. If c is known for the interaction at hand, the gap of one converged Hartree–Fock solution can certify that no other real determinant in that basis with the same electron number lies as low. In a closed-shell calculation this covers closed-shell determinants only.

## Energy, determinants and aufbau filling

The finite type `n` labels orthonormal basis functions, and all matrices are real.

In Lean 4 with Mathlib:

```lean
import Mathlib

open Matrix

namespace GlobalMinimumFromGap

noncomputable section

variable {n : Type*} [Fintype n] [DecidableEq n]
```

Let h be the one-electron matrix and G the linear map that takes a density matrix to its mean-field potential. The energy is

E(D) = trace(hD) + ½ trace(G(D)D).

In a spin-orbital basis this is the Hartree–Fock energy when G is Coulomb minus exchange. For a closed shell, with D the projector onto the doubly occupied orbitals and G = 2J − K, where J and K are the Coulomb and exchange maps, it is half of that energy.

```lean
/-- The mean-field energy `E(D) = trace(hD) + trace(G(D)D)/2`. -/
def energy (h : Matrix n n ℝ) (G : Matrix n n ℝ →ₗ[ℝ] Matrix n n ℝ)
    (D : Matrix n n ℝ) : ℝ :=
  trace (h * D) + trace (G D * D) / 2
```

A single determinant corresponds to the orthogonal projector onto its occupied orbitals. The name `IsDensity` is therefore narrower than "density matrix" often is: fractional occupations are excluded. The trace of the projector counts the occupied orbitals.

```lean
/-- A density matrix of a single determinant: real, symmetric and idempotent. -/
structure IsDensity (P : Matrix n n ℝ) : Prop where
  transpose_eq : Pᵀ = P
  idem : P * P = P
```

A vector x is occupied if Px = x and virtual if Px = 0. Aufbau filling for a symmetric matrix F, with levels a ≤ b, means that F commutes with P and that

xᵀFx ≤ a xᵀx for occupied x,

xᵀFx ≥ b xᵀx for virtual x.

For unit vectors these say that the expectation value of F is at most a or at least b. When F is symmetric and both spaces are nonzero, the best choices of a and b are the highest occupied and lowest virtual orbital energies, and b − a is then the gap. The formal `IsAufbau` leaves out the symmetry of F and the condition a ≤ b; without the latter it doesn't say that the lowest orbitals are filled. In the minimum theorem below, the assumption b − a > c supplies a < b whenever c ≥ 0. Self-consistency enters later, by taking F = h + G(P).

```lean
/-- The conditions for an aufbau solution with levels `a`, `b`: `F` and `P` commute, and the
quadratic form of `F` is at most `a` on normalised occupied vectors and at least `b` on normalised
virtual vectors. The order `a ≤ b` is not part of the definition. -/
structure IsAufbau (F P : Matrix n n ℝ) (a b : ℝ) : Prop where
  comm : F * P = P * F
  occ : ∀ x : n → ℝ, P *ᵥ x = x → x ⬝ᵥ F *ᵥ x ≤ a * (x ⬝ᵥ x)
  virt : ∀ x : n → ℝ, P *ᵥ x = 0 → b * (x ⬝ᵥ x) ≤ x ⬝ᵥ F *ᵥ x
```

## Moving electrons across the gap

The virtual space has a projector of the same kind, because

(1 − P)² = 1 − 2P + P² = 1 − P.

```lean
/-- The projector onto the virtual space is again symmetric and idempotent. -/
theorem IsDensity.compl {P : Matrix n n ℝ} (hP : IsDensity P) : IsDensity (1 - P) where
  transpose_eq := by rw [transpose_sub, transpose_one, hP.transpose_eq]
  idem := by
    simp only [sub_mul, mul_sub, one_mul, mul_one, hP.idem]
    abel
```

The two bounds speak about vectors, whereas the energy contains traces. To connect them, take projectors P and R, let F commute with P, and write Aⱼ for the columns of A = PR. Then

Σⱼ AⱼᵀFAⱼ = trace(RPFPR) = trace(PFPR²) = trace(FP²R) = trace(FPR).

In the proof, `e2` moves R around the trace, and `e1` uses the commutation and the two idempotencies. The last line writes both sides as sums over entries.

```lean
omit [DecidableEq n] in
/-- For symmetric idempotents `P`, `R` and `F` commuting with `P`, `trace(FPR)` is the sum of the
quadratic form of `F` over the columns of `PR`. -/
theorem trace_eq_sum_columns {F P R : Matrix n n ℝ} (hP : IsDensity P) (hR : IsDensity R)
    (hF : F * P = P * F) :
    trace (F * (P * R)) =
      ∑ j, (fun i => (P * R) i j) ⬝ᵥ F *ᵥ (fun i => (P * R) i j) := by
  have e1 : P * (F * (P * R)) * R = F * (P * R) := by
    calc P * (F * (P * R)) * R = (P * F) * P * (R * R) := by simp only [mul_assoc]
      _ = F * (P * P) * (R * R) := by rw [← hF]; simp only [mul_assoc]
      _ = F * (P * R) := by rw [hP.idem, hR.idem, mul_assoc]
  have e2 : trace (F * (P * R)) = trace ((P * R)ᵀ * (F * (P * R))) := by
    rw [transpose_mul, hP.transpose_eq, hR.transpose_eq, mul_assoc R P, trace_mul_comm R, e1]
  rw [e2]
  generalize P * R = A
  simp only [trace, diag_apply, mul_apply, transpose_apply, dotProduct, mulVec]
```

Now let D be another projector with trace D = trace P. Split the change in density into what enters the virtual space and what leaves the occupied space:

D − P = (1 − P)D − P(1 − D).

The columns of P(1 − D) are occupied vectors and those of (1 − P)D are virtual. Apply the column formula twice to each product, once with F and once with the identity in place of F. This gives

trace(FP(1 − D)) ≤ a trace(P(1 − D)),

trace(F(1 − P)D) ≥ b trace((1 − P)D).

By equality of the traces, both traces on the right equal t = trace P − trace(PD), the average number of electrons that D places in the virtual orbitals of P (of electron pairs, for a closed shell). Also

trace((D − P)²) = trace D + trace P − 2 trace(PD) = 2t.

Subtracting the two bounds yields

trace(F(D − P)) ≥ (b − a)t = ½(b − a) trace((D − P)²).

The bounds are `ho` and `hv` in the proof, and `e1` to `e4` are the trace identities.

```lean
/-- If a density `P` satisfies `IsAufbau` for `F` with levels `a`, `b`, passing to a density `D` of
equal trace changes `trace(FD)` by at least `(b - a)/2` times `trace((D - P)²)`. -/
theorem gap_le_trace {F P D : Matrix n n ℝ} {a b : ℝ} (hP : IsDensity P) (hD : IsDensity D)
    (htr : trace D = trace P) (hF : IsAufbau F P a b) :
    (b - a) / 2 * trace ((D - P) * (D - P)) ≤ trace (F * (D - P)) := by
  have col : ∀ (A : Matrix n n ℝ) (j : n),
      P *ᵥ (fun i => A i j) = fun i => (P * A) i j := by
    intro A j
    ext i
    simp only [mulVec, dotProduct, mul_apply]
  -- the columns of `P(1 - D)` are occupied vectors
  have ho : trace (F * (P * (1 - D))) ≤ a * trace (P * (1 - D)) := by
    have h1 := trace_eq_sum_columns (F := 1) hP hD.compl (by rw [one_mul, mul_one])
    simp only [one_mul, one_mulVec] at h1
    rw [trace_eq_sum_columns hP hD.compl hF.comm, h1, Finset.mul_sum]
    refine Finset.sum_le_sum fun j _ => hF.occ _ ?_
    rw [col (P * (1 - D)) j, ← mul_assoc, hP.idem]
  -- the columns of `(1 - P)D` are virtual vectors
  have hv : b * trace ((1 - P) * D) ≤ trace (F * ((1 - P) * D)) := by
    have h1 := trace_eq_sum_columns (F := 1) hP.compl hD (by rw [one_mul, mul_one])
    simp only [one_mul, one_mulVec] at h1
    have hc : F * (1 - P) = (1 - P) * F := by
      rw [mul_sub, sub_mul, mul_one, one_mul, hF.comm]
    have h0 : P * ((1 - P) * D) = 0 := by
      rw [← mul_assoc, mul_sub, mul_one, hP.idem, sub_self, zero_mul]
    rw [trace_eq_sum_columns hP.compl hD hc, h1, Finset.mul_sum]
    refine Finset.sum_le_sum fun j _ => hF.virt _ ?_
    rw [col ((1 - P) * D) j, h0]
    rfl
  have e1 : trace (F * (D - P)) =
      trace (F * ((1 - P) * D)) - trace (F * (P * (1 - D))) := by
    rw [← trace_sub]
    congr 1
    noncomm_ring
  have e2 : trace (P * (1 - D)) = trace P - trace (P * D) := by
    rw [mul_sub, mul_one, trace_sub]
  have e3 : trace ((1 - P) * D) = trace P - trace (P * D) := by
    rw [sub_mul, one_mul, trace_sub, htr]
  have e4 : trace ((D - P) * (D - P)) = 2 * (trace P - trace (P * D)) := by
    simp only [sub_mul, mul_sub, trace_sub, hP.idem, hD.idem, trace_mul_comm D P, htr]
    ring
  rw [e2] at ho
  rw [e3] at hv
  rw [e1, e4]
  linarith
```

## What the interaction can give back

With F frozen, promotion costs at least b − a per electron. The interaction responds to the change, however, and may return part of that cost. Two conditions on G, both needed only for symmetric matrices, control the response:

trace(G(X)Y) = trace(XG(Y)),

trace(G(X)X) ≥ −c trace(X²).

The first holds because a pair interaction is unchanged when its two particles are swapped. The second defines c as a bound on the attraction that a density change X can feel towards itself. For the Coulomb term alone c = 0 will do, since a charge distribution has non-negative self-repulsion; exchange enters with the opposite sign and can require a positive c.

Put X = D − P. Expanding the energy gives

E(D) − E(P) = trace(hX) + ½[trace(G(P)X) + trace(G(X)P) + trace(G(X)X)].

The first condition makes the two mixed terms equal, so that

E(D) − E(P) = trace((h + G(P))X) + ½ trace(G(X)X).

The previous estimate bounds the first term and c bounds the second:

E(D) − E(P) ≥ ½(b − a − c) trace((D − P)²).

This expansion is `hex` in the proof, with the symmetry of G supplied by `hs`; `linarith` adds the two bounds.

```lean
/-- Let `G` be trace-self-adjoint with `trace(G(X)X) ≥ -c trace(X²)` on symmetric matrices, and let
the density `P` satisfy `IsAufbau` for `h + G(P)` with levels `a`, `b`. Every density `D` of equal
trace then has `E(D) - E(P) ≥ (b - a - c)/2 · trace((D - P)²)`. -/
theorem energy_gap_bound {h P D : Matrix n n ℝ} {G : Matrix n n ℝ →ₗ[ℝ] Matrix n n ℝ}
    {a b c : ℝ}
    (hG : ∀ X Y, Xᵀ = X → Yᵀ = Y → trace (G X * Y) = trace (X * G Y))
    (hc : ∀ X, Xᵀ = X → -c * trace (X * X) ≤ trace (G X * X))
    (hP : IsDensity P) (hF : IsAufbau (h + G P) P a b)
    (hD : IsDensity D) (htr : trace D = trace P) :
    (b - a - c) / 2 * trace ((D - P) * (D - P)) ≤ energy h G D - energy h G P := by
  have hs : trace (G D * P) = trace (G P * D) :=
    (hG D P hD.transpose_eq hP.transpose_eq).trans (trace_mul_comm _ _)
  have hb := hc (D - P) (by rw [transpose_sub, hD.transpose_eq, hP.transpose_eq])
  have hg := gap_le_trace hP hD htr hF
  -- the energy is quadratic, so its expansion about `P` stops at second order
  have hex : energy h G D - energy h G P =
      trace ((h + G P) * (D - P)) + trace (G (D - P) * (D - P)) / 2 := by
    simp only [energy, _root_.map_sub, add_mul, sub_mul, mul_sub, trace_add, trace_sub]
    linarith
  rw [hex]
  linarith
```

If b − a > c, the prefactor is positive. For D ≠ P the other factor is positive too, since X is symmetric and nonzero:

trace(X²) = Σᵢⱼ Xᵢⱼ² > 0.

Hence E(P) < E(D) for every other projector of equal trace. The proof finds a nonzero entry of X, deduces `hpos`, and multiplies the two positive factors.

```lean
/-- Let `G` be trace-self-adjoint with `trace(G(X)X) ≥ -c trace(X²)` on symmetric matrices. A
density `P` that satisfies `IsAufbau` for `h + G(P)` with `b - a > c` has strictly lower energy than
every other density of equal trace. -/
theorem unique_global_minimiser {h P : Matrix n n ℝ} {G : Matrix n n ℝ →ₗ[ℝ] Matrix n n ℝ}
    {a b c : ℝ}
    (hG : ∀ X Y, Xᵀ = X → Yᵀ = Y → trace (G X * Y) = trace (X * G Y))
    (hc : ∀ X, Xᵀ = X → -c * trace (X * X) ≤ trace (G X * X))
    (hP : IsDensity P) (hF : IsAufbau (h + G P) P a b) (hgap : c < b - a) :
    ∀ D, IsDensity D → trace D = trace P → D ≠ P → energy h G P < energy h G D := by
  intro D hD htr hne
  have hX : (D - P)ᵀ = D - P := by rw [transpose_sub, hD.transpose_eq, hP.transpose_eq]
  have key := energy_gap_bound hG hc hP hF hD htr
  -- `trace((D - P)²)` is the sum of the squared entries, one of which is nonzero
  have hpos : 0 < trace ((D - P) * (D - P)) := by
    have h0 : D - P ≠ 0 := sub_ne_zero.mpr hne
    generalize D - P = X at hX h0
    have e : trace (X * X) = ∑ i, ∑ j, X i j ^ 2 := by
      simp only [trace, diag_apply, mul_apply]
      refine Finset.sum_congr rfl fun i _ => Finset.sum_congr rfl fun j _ => ?_
      have hij := congrFun (congrFun hX i) j
      rw [transpose_apply] at hij
      rw [hij]
      ring
    obtain ⟨i, j, hij⟩ : ∃ i j, X i j ≠ 0 := by
      by_contra hn
      apply h0
      ext i j
      by_contra hij
      exact hn ⟨i, j, hij⟩
    rw [e]
    exact Finset.sum_pos' (fun i _ => Finset.sum_nonneg fun j _ => sq_nonneg _)
      ⟨i, Finset.mem_univ _, Finset.sum_pos' (fun j _ => sq_nonneg _)
        ⟨j, Finset.mem_univ _, by positivity⟩⟩
  have := mul_pos (show 0 < (b - a - c) / 2 by linarith) hpos
  linarith
```

The comparison is with real single determinants, so complex orbitals and correlated states are left out. In the closed-shell reading, determinants with singly occupied orbitals or with different orbitals for different spins are left out too. To apply it to a molecule, h and G must be built from the one- and two-electron integrals in an orthonormal basis, and a valid c must be found for that G. This c can be large. In a spin-orbital basis with both spins for each spatial orbital, it is at least the Coulomb self-repulsion of every normalised real orbital φ in the basis: a change X that only mixes the two spins of φ has no Coulomb term, and its exchange term is attractive. The condition is sufficient only; a solution with a smaller gap may still be the global minimum.

## The limiting case of a gap equal to c

The constant in the energy estimate is the best possible. A model that shows this has Fock matrix −gP, which gives every occupied orbital the energy −g and every virtual orbital the energy 0. Both aufbau inequalities then hold as equalities.

```lean
/-- Every real square matrix `P` satisfies `IsAufbau` for `-gP`, with levels `-g` and `0`. -/
theorem isAufbau_neg_smul (P : Matrix n n ℝ) (g : ℝ) : IsAufbau ((-g) • P) P (-g) 0 where
  comm := by rw [smul_mul_assoc, mul_smul_comm]
  occ x hx := le_of_eq (by rw [smul_mulVec, hx, dotProduct_smul, smul_eq_mul])
  virt x hx := le_of_eq (by rw [smul_mulVec, hx, smul_zero, dotProduct_zero, zero_mul])
```

To make this Fock matrix self-consistent, choose G(X) = −cX and h = (c − g)P. This G meets both conditions on the interaction, the second with equality. Then h + G(P) = −gP, and for projectors of equal trace

E(D) − E(P) = (c − g)[trace(PD) − trace P] = ½(g − c) trace((D − P)²).

At g = c all determinants with the same electron number are degenerate, so uniqueness fails as soon as a second one exists. For 0 < g < c the solution P has a positive gap but lies above all the others, which is the failure described at the start. In a spin-orbital basis and for c > 0, this G is the exchange term of electrons that repel each other with the same strength c at every distance. Their Coulomb term is left out: at a fixed electron number it would shift all orbital energies equally, and the energies of all determinants equally.

```lean
/-- Equality in the energy estimate: for `G(X) = -cX` and `h = (c - g)P`, the density `P` satisfies
`IsAufbau` for `h + G(P)` with levels `-g`, `0`, and `E(D) - E(P) = (g - c)/2 · trace((D - P)²)` for
every density `D` of equal trace. -/
theorem energy_gap_bound_sharp {P D : Matrix n n ℝ} (hP : IsDensity P) (hD : IsDensity D)
    (htr : trace D = trace P) (c g : ℝ) :
    IsAufbau ((c - g) • P + ((-c) • (LinearMap.id : Matrix n n ℝ →ₗ[ℝ] Matrix n n ℝ)) P)
      P (-g) 0 ∧
    energy ((c - g) • P) ((-c) • LinearMap.id) D - energy ((c - g) • P) ((-c) • LinearMap.id) P
      = (g - c) / 2 * trace ((D - P) * (D - P)) := by
  constructor
  · have e : (c - g) • P + ((-c) • (LinearMap.id : Matrix n n ℝ →ₗ[ℝ] Matrix n n ℝ)) P
        = (-g) • P := by
      simp only [LinearMap.smul_apply, LinearMap.id_apply]
      module
    rw [e]
    exact isAufbau_neg_smul P g
  · simp only [energy, LinearMap.smul_apply, LinearMap.id_apply, smul_mul_assoc, trace_smul,
      smul_eq_mul, sub_mul, mul_sub, trace_sub, hP.idem, hD.idem, trace_mul_comm D P, htr]
    ring
```

## An electron pair on two sites

A small model shows that the hypotheses can be met with an attractive interaction. Take two electrons of opposite spin in one spatial orbital, with P the projector onto that orbital, and let them attract each other with unit strength when they are on the same site. In the closed-shell reading the mean field is

G(X) = −diag(X₀₀, X₁₁).

```lean
/-- On-site attraction of unit strength on two sites: `G(X)` is minus the diagonal part of `X`. -/
def onSite : Matrix (Fin 2) (Fin 2) ℝ →ₗ[ℝ] Matrix (Fin 2) (Fin 2) ℝ where
  toFun X := !![-X 0 0, 0; 0, -X 1 1]
  map_add' X Y := by
    ext i j
    fin_cases i <;> fin_cases j <;> simp <;> ring
  map_smul' r X := by
    ext i j
    fin_cases i <;> fin_cases j <;> simp
```

For symmetric X,

trace(G(X)X) = −X₀₀² − X₁₁² ≥ −(X₀₀² + X₁₁² + 2X₀₁²) = −trace(X²),

so c = 1 is allowed. With h = diag(−1, 0) and the pair on site 0, P = diag(1, 0), the Fock matrix is diag(−2, 0). The gap is 2, which exceeds c, and the minimum theorem applies. The energy can also be written out directly: a projector onto one orbital with weight p on site 0 has E = −½ − p² (half the energy of the pair), which is lowest at p = 1.

The formal statement collects the hypotheses on G, P and the Fock matrix. Its proof computes the 2 × 2 traces entry by entry and obtains the aufbau property from `isAufbau_neg_smul` with g = 2.

```lean
/-- Two sites with on-site attraction, `h = diag(-1, 0)` and `P = diag(1, 0)` meet the hypotheses
of the minimum theorem with `c = 1` and levels `-2`, `0`. -/
theorem unique_global_minimiser_witness :
    (∀ X Y, Xᵀ = X → Yᵀ = Y → trace (onSite X * Y) = trace (X * onSite Y)) ∧
    (∀ X, Xᵀ = X → -1 * trace (X * X) ≤ trace (onSite X * X)) ∧
    IsDensity (!![1, 0; 0, 0] : Matrix (Fin 2) (Fin 2) ℝ) ∧
    IsAufbau (!![-1, 0; 0, 0] + onSite !![1, 0; 0, 0]) !![1, 0; 0, 0] (-2) 0 := by
  refine ⟨fun X Y _ _ => ?_, fun X hX => ?_, ⟨?_, ?_⟩, ?_⟩
  · simp only [trace_fin_two, mul_apply, Fin.sum_univ_two]
    simp [onSite]
  · have h := congrFun (congrFun hX 0) 1
    rw [transpose_apply] at h
    have e1 : trace (onSite X * X) = -(X 0 0 * X 0 0) + -(X 1 1 * X 1 1) := by
      simp only [trace_fin_two, mul_apply, Fin.sum_univ_two]
      simp [onSite]
    rw [e1]
    simp only [trace_fin_two, mul_apply, Fin.sum_univ_two, h]
    nlinarith [mul_self_nonneg (X 0 1)]
  · ext i j
    fin_cases i <;> fin_cases j <;> simp
  · ext i j
    fin_cases i <;> fin_cases j <;> simp [mul_apply, Fin.sum_univ_two]
  · have e : !![-1, 0; 0, 0] + onSite !![1, 0; 0, 0]
        = (-2 : ℝ) • (!![1, 0; 0, 0] : Matrix (Fin 2) (Fin 2) ℝ) := by
      ext i j
      fin_cases i <;> fin_cases j <;> simp [onSite]
      norm_num
    rw [e]
    exact isAufbau_neg_smul _ 2

end

end GlobalMinimumFromGap
```

```lean
#print axioms GlobalMinimumFromGap.unique_global_minimiser
-- 'GlobalMinimumFromGap.unique_global_minimiser' depends on axioms: [propext, Classical.choice, Quot.sound]
#print axioms GlobalMinimumFromGap.energy_gap_bound_sharp
-- 'GlobalMinimumFromGap.energy_gap_bound_sharp' depends on axioms: [propext, Classical.choice, Quot.sound]
```
